# Powers of a summed pair kernel have body order at most $z+1$

A Gaussian-process potential assigns an atom a local energy by comparing its neighbourhood with a set of training neighbourhoods. One simple comparison sums a pair kernel over all pairs of neighbours, one from each neighbourhood, and raises the sum to a non-negative integer power $z$. The sum alone treats neighbours independently, whereas a power $z\ge 2$ can couple them. How many neighbours can the energy couple in a way that does not reduce to smaller groups?

Let $D$ be the set of training environments, $\mathrm{env}_d$ the neighbours in environment $d$, $\alpha_d$ its coefficient and $k(x,y)$ the pair kernel. The local energy of an atom with neighbour set $T$ is

$$E(T)=\sum_{d\in D}\alpha_d\Big(\sum_{x\in T}\;\sum_{y\in \mathrm{env}_d}k(x,y)\Big)^z .$$

For fixed $d$, the inner sum over $y$ is a number attached to neighbour $x$, its weight. It is therefore enough to study $P_z(T)=\big(\sum_{i\in T}w_i\big)^z$ for arbitrary weights $w_i$. In the formulas below, the kernel always carries its arguments, and a bare $k$ is an index or an exponent. In the Lean code, `k` is the kernel in `gpEnergy` and in the theorem about it, and an index elsewhere.

## Irreducible parts and the factorial

For a function $F$ of finite neighbour sets, define the irreducible part on $S$ by

$$I[F](S)=\sum_{T\subseteq S}(-1)^{|S|-|T|}F(T).$$

On two neighbours this is $F(\{i,j\})-F(\{i\})-F(\{j\})+F(\emptyset)$, the part of the energy that neither neighbour supplies alone. The claim is that

$$I[P_z](S)=0\ \text{ if } |S|>z,\qquad I[P_z](S)=z!\prod_{i\in S}w_i\ \text{ if } |S|=z .$$

**Adding a neighbour.** Let $a\notin S$. Each subset of $S\cup\{a\}$ is either $T$ or $T\cup\{a\}$ with $T\subseteq S$. The first has sign $(-1)^{|S|+1-|T|}$, the second $(-1)^{|S|-|T|}$. Collecting the two gives

$$I[F](S\cup\{a\})=I[\Delta_aF](S),\qquad \Delta_aF(T)=F(T\cup\{a\})-F(T).$$

**Cluster expansion.** Every $F$ satisfies $F(S)=\sum_{T\subseteq S}I[F](T)$. For $S=\emptyset$ both sides are $F(\emptyset)$. If the identity holds on $S$ for all functions, then

$$\sum_{T\subseteq S\cup\{a\}}I[F](T)=\sum_{T\subseteq S}I[F](T)+\sum_{T\subseteq S}I[\Delta_aF](T)=F(S)+\Delta_aF(S)=F(S\cup\{a\}).$$

**A recursion in the power.** With $s=\sum_{i\in T}w_i$ and $a\notin T$, the binomial theorem gives

$$\Delta_aP_z(T)=(s+w_a)^z-s^z=\sum_{k=0}^{z-1}\binom zk w_a^{z-k}P_k(T),$$

because the term $k=z$ cancels. Since $I$ is linear in $F$,

$$I[P_z](S\cup\{a\})=\sum_{k=0}^{z-1}\binom zk w_a^{z-k}\,I[P_k](S).$$

**Vanishing.** Use induction on $S$, for all powers at once. The empty set cannot have more than $z$ elements. If $z<|S|+1$, every $k<z$ satisfies $k<|S|$, so each term of the recursion vanishes by the induction hypothesis.

**The top term.** For $S=\emptyset$ and $z=0$, both sides equal $1$, with $0^0=1$. For the step, take $z=|S|+1$. The terms with $k<|S|$ vanish by the previous result, and only $k=|S|$ remains:

$$I[P_{|S|+1}](S\cup\{a\})=(|S|+1)\,w_a\cdot|S|!\prod_{i\in S}w_i=(|S|+1)!\prod_{i\in S\cup\{a\}}w_i .$$

Inserting the vanishing result in the cluster expansion leaves only groups of at most $z$ neighbours. With the central atom counted, the body order is at most $z+1$.

**The smallest powers.** For $z=0$ the function is the constant $1$, and its only nonzero irreducible part sits on the empty set. For $z=1$ the irreducible part on $\{i\}$ is $w_i$ and all larger sets give zero: a sum of two-body terms.

**Three neighbours with $z=2$.** Take weights $1,2,3$. On the first two neighbours, $I=3^2-1^2-2^2+0=4=2!\cdot1\cdot2$. On all three,

$$I=6^2-(3^2+4^2+5^2)+(1^2+2^2+3^2)-0=36-50+14=0.$$

The expansion recovers the total: single neighbours contribute $1+4+9=14$, pairs contribute $4+6+12=22$, and $14+22=36$. The power thus contains two-body terms as well as three-body ones.

For a potential of this unnormalised power form, the choice of $z$ therefore limits what fitting can achieve: with $z=2$, no amount of training data produces an irreducible four-body term in the local energy.

## Neighbour sets and energies in Lean

```lean
import Mathlib

open Finset

namespace GaussianProcessBodyOrder

variable {ι R : Type*} [CommRing R]
```

The type `ι` holds neighbour labels. A label may be read as a displacement from the central atom, together with a chemical species if needed. The values lie in a commutative ring `R`; for energies this is the real numbers. The central atom itself does not appear as an object, and it enters only through the extra one in the body order.

```lean
/-- The irreducible part of a function `F` of neighbour sets on the set `S`: the alternating
sum of `F` over all subsets of `S`. -/
def irreduciblePart (F : Finset ι → R) (S : Finset ι) : R :=
  ∑ T ∈ S.powerset, (-1) ^ (S.card - T.card) * F T
```

This is $I[F](S)$, with `S.powerset` the collection of subsets of `S`. The subtraction in the exponent is between natural numbers, and it is the ordinary one here because $|T|\le|S|$.

```lean
/-- The `z`-th power of the summed neighbour weights. -/
def pairPower (w : ι → R) (z : ℕ) (T : Finset ι) : R :=
  (∑ i ∈ T, w i) ^ z
```

`pairPower w z T` is $P_z(T)$. The exponent is any natural number, zero included.

```lean
/-- The local energy of a Gaussian-process potential: a combination, with coefficients `α d`
over the training environments `env d`, of `z`-th powers of the summed pair kernel `k`. -/
def gpEnergy {δ : Type*} (k : ι → ι → R) (D : Finset δ) (α : δ → R)
    (env : δ → Finset ι) (z : ℕ) (T : Finset ι) : R :=
  ∑ d ∈ D, α d * pairPower (fun x => ∑ y ∈ env d, k x y) z T
```

`gpEnergy` is $E(T)$. The coefficients `α` are arbitrary, so the regression that would determine them plays no role, and neither do the symmetry and positivity expected of a covariance kernel. Neighbours of the atom and of the training environments share the label type `ι`, which suits the reading of labels as displacements. The definition contains no division by the norm of an environment and no average over rotations, both of which some kernels in use include.

## Linearity, finite differences and the cluster expansion

```lean
/-- The irreducible part of a linear combination is the linear combination of the
irreducible parts. -/
theorem irreduciblePart_linear {κ : Type*} (K : Finset κ) (c : κ → R)
    (G : κ → Finset ι → R) (S : Finset ι) :
    irreduciblePart (fun T => ∑ k ∈ K, c k * G k T) S
      = ∑ k ∈ K, c k * irreduciblePart (G k) S := by
  simp only [irreduciblePart, Finset.mul_sum]
  rw [Finset.sum_comm]
  exact Finset.sum_congr rfl fun k _ => Finset.sum_congr rfl fun T _ => by ring
```

This is the linearity of $I$ for a finite combination $\sum_{k\in K}c_kG_k$. The proof exchanges the sum over subsets with the sum over `K` by `Finset.sum_comm`, then compares individual terms.

```lean
/-- Adding a new neighbour `a` to `S` gives the irreducible part, on `S`, of the change in `F`
caused by the presence of `a`. -/
theorem irreduciblePart_insert [DecidableEq ι] (F : Finset ι → R) {a : ι} {S : Finset ι}
    (ha : a ∉ S) :
    irreduciblePart F (insert a S)
      = irreduciblePart (fun T => F (insert a T) - F T) S := by
  unfold irreduciblePart
  rw [Finset.sum_powerset_insert ha, ← Finset.sum_add_distrib]
  refine Finset.sum_congr rfl fun T hT => ?_
  have hTS : T ⊆ S := Finset.mem_powerset.mp hT
  have hc : T.card ≤ S.card := Finset.card_le_card hTS
  have haT : a ∉ T := fun h => ha (hTS h)
  rw [Finset.card_insert_of_notMem ha, Finset.card_insert_of_notMem haT]
  -- subsets without `a` carry one extra sign
  have h1 : S.card + 1 - T.card = (S.card - T.card) + 1 := by omega
  have h2 : S.card + 1 - (T.card + 1) = S.card - T.card := by omega
  rw [h1, h2, pow_succ]
  ring
```

Here a neighbour is added. `Finset.sum_powerset_insert` splits the subsets of `insert a S` into those without and those with `a`, and the two sums are merged into one over $T\subseteq S$. The equations `h1` and `h2` record the two exponents, $|S|+1-|T|$ and $|S|-|T|$, and `ring` collects the signs into the difference.

```lean
/-- Cluster expansion: any function of neighbour sets is the sum of its irreducible parts
over all subsets. -/
theorem cluster_expansion (F : Finset ι → R) (S : Finset ι) :
    F S = ∑ T ∈ S.powerset, irreduciblePart F T := by
  classical
  induction S using Finset.induction_on generalizing F with
  | empty => simp [irreduciblePart]
  | insert a S ha ih =>
    -- the irreducible parts on sets containing `a` add up to the change caused by `a`
    have h : ∑ T ∈ S.powerset, irreduciblePart F (insert a T) = F (insert a S) - F S :=
      (Finset.sum_congr rfl fun T hT =>
        irreduciblePart_insert F (fun h => ha (Finset.mem_powerset.mp hT h))).trans
        (ih (fun T => F (insert a T) - F T)).symm
    rw [Finset.sum_powerset_insert ha, ← ih F, h]
    ring
```

The phrase `generalizing F` makes the induction hypothesis available for every function, as the derivation requires: it is applied once to `F` and once to $\Delta_aF$. The second use is the equation `h`, which says that the irreducible parts on sets containing `a` add up to $F(S\cup\{a\})-F(S)$.

This theorem makes no assumption on `F`. A many-body expansion carried up to the full set always exists, so finite body order is a statement about where the expansion stops.

## The binomial recursion and its two consequences

```lean
/-- With a new neighbour `a`, the irreducible part of the `z`-th power is a binomial
combination of the irreducible parts of lower powers on the remaining neighbours. -/
theorem irreduciblePart_pairPower_insert [DecidableEq ι] (w : ι → R) (z : ℕ) {a : ι}
    {S : Finset ι} (ha : a ∉ S) :
    irreduciblePart (pairPower w z) (insert a S)
      = ∑ k ∈ range z, ((z.choose k : R) * w a ^ (z - k))
          * irreduciblePart (pairPower w k) S := by
  rw [irreduciblePart_insert _ ha]
  refine Eq.trans ?_ (irreduciblePart_linear (range z)
    (fun k => (z.choose k : R) * w a ^ (z - k)) (fun k => pairPower w k) S)
  unfold irreduciblePart
  refine Finset.sum_congr rfl fun T hT => ?_
  have haT : a ∉ T := fun h => ha (Finset.mem_powerset.mp hT h)
  -- the top term of the binomial expansion cancels in the difference
  simp only [pairPower]
  rw [Finset.sum_insert haT, add_comm (w a), add_pow, Finset.sum_range_succ]
  simp only [Nat.sub_self, pow_zero, Nat.choose_self, Nat.cast_one, mul_one,
    add_sub_cancel_right]
  congr 1
  exact Finset.sum_congr rfl fun k _ => by ring
```

The right-hand side is the recursion in the power; `range z` lists the exponents $0,\dots,z-1$. After the difference formula has been applied, linearity is used from right to left, which reduces the goal to an identity for each subset `T`. There `add_pow` expands $(s+w_a)^z$, `Finset.sum_range_succ` separates the term $k=z$, and `add_sub_cancel_right` cancels it against $s^z$.

```lean
/-- The `z`-th power of the summed weights has no irreducible part on more than `z`
neighbours. -/
theorem irreduciblePart_eq_zero (w : ι → R) {z : ℕ} {S : Finset ι} (h : z < S.card) :
    irreduciblePart (pairPower w z) S = 0 := by
  classical
  induction S using Finset.induction_on generalizing z with
  | empty => simp at h
  | insert a S ha ih =>
    rw [Finset.card_insert_of_notMem ha] at h
    rw [irreduciblePart_pairPower_insert w z ha]
    refine Finset.sum_eq_zero fun k hk => ?_
    have hk' := Finset.mem_range.mp hk
    rw [ih (by omega), mul_zero]
```

The hypothesis `h` says that `S` has more than `z` elements. The induction generalises over `z`, since the recursion passes from $z$ to all smaller powers. For each of them `omega` verifies $k<|S|$, and the induction hypothesis makes the term zero.

```lean
/-- On exactly `z` neighbours the irreducible part of the `z`-th power is `z!` times the
product of the neighbour weights. -/
theorem irreduciblePart_top (w : ι → R) {z : ℕ} {S : Finset ι} (h : S.card = z) :
    irreduciblePart (pairPower w z) S = (z.factorial : R) * ∏ i ∈ S, w i := by
  classical
  subst h
  induction S using Finset.induction_on with
  | empty => simp [irreduciblePart, pairPower]
  | insert a S ha ih =>
    -- only the power equal to the number of remaining neighbours survives
    have h0 : ∑ k ∈ range S.card, (((S.card + 1).choose k : R) * w a ^ (S.card + 1 - k))
        * irreduciblePart (pairPower w k) S = 0 :=
      Finset.sum_eq_zero fun k hk => by
        rw [irreduciblePart_eq_zero w (Finset.mem_range.mp hk), mul_zero]
    rw [Finset.card_insert_of_notMem ha, irreduciblePart_pairPower_insert w _ ha,
      Finset.sum_range_succ, h0, ih, Finset.prod_insert ha, Nat.factorial_succ,
      Nat.choose_succ_self_right, Nat.add_sub_cancel_left]
    push_cast
    ring
```

For `S.card = z` the value is $z!\prod_{i\in S}w_i$. The substitution `subst h` replaces `z` by the number of neighbours, so that the power grows along with the set during the induction. The equation `h0` removes the terms with $k<|S|$. In the remaining one, the binomial coefficient is $|S|+1$ and the power of $w_a$ is one, and the factorial and the product each extend by one factor.

## Truncation at $z$ neighbours

```lean
/-- Body order at most `z + 1`, counting the central atom: the `z`-th power of the summed weights is
the sum of its irreducible parts on at most `z` neighbours. -/
theorem bodyOrder_expansion (w : ι → R) (z : ℕ) (S : Finset ι) :
    pairPower w z S
      = ∑ T ∈ S.powerset with T.card ≤ z, irreduciblePart (pairPower w z) T := by
  rw [Finset.sum_filter]
  refine (cluster_expansion (pairPower w z) S).trans (Finset.sum_congr rfl fun T _ => ?_)
  split_ifs with h
  · rfl
  · exact irreduciblePart_eq_zero w (by omega)
```

The sum runs over subsets of `S` with at most `z` elements. The proof writes this restriction as a case distinction inside the full cluster expansion: for small `T` the terms agree, and for larger `T` the irreducible part is zero. If `S` itself has no more than `z` elements, the restriction removes nothing.

```lean
/-- For nonzero weights in a domain of characteristic zero, the irreducible part of the
`z`-th power on `z` neighbours does not vanish. -/
theorem bodyOrder_sharp [IsDomain R] [CharZero R] (w : ι → R) {z : ℕ} {S : Finset ι}
    (h : S.card = z) (hw : ∀ i ∈ S, w i ≠ 0) :
    irreduciblePart (pairPower w z) S ≠ 0 := by
  rw [irreduciblePart_top w h]
  exact mul_ne_zero (Nat.cast_ne_zero.mpr (Nat.factorial_ne_zero z))
    (Finset.prod_ne_zero_iff.mpr hw)
```

This theorem gives a sufficient condition for the order $z+1$ to be attained. `IsDomain R` excludes zero products of nonzero factors, and `CharZero R` keeps $z!$ different from zero; the real numbers satisfy both. Nonzero weights in a domain do not suffice by themselves: in the integers modulo $2$, the factor $2!$ is zero. The proof rewrites the irreducible part by the top-term formula and checks that neither factor vanishes.

## The Gaussian-process energy

```lean
/-- The Gaussian-process energy has no irreducible part on more than `z` neighbours, and on
exactly `z` neighbours it is `z!` times a combination of products of summed pair kernels. -/
theorem gpEnergy_bodyOrder {δ : Type*} (k : ι → ι → R) (D : Finset δ) (α : δ → R)
    (env : δ → Finset ι) (z : ℕ) (S : Finset ι) :
    (z < S.card → irreduciblePart (gpEnergy k D α env z) S = 0) ∧
    (S.card = z → irreduciblePart (gpEnergy k D α env z) S
      = (z.factorial : R) * ∑ d ∈ D, α d * ∏ x ∈ S, ∑ y ∈ env d, k x y) := by
  have hlin : irreduciblePart (gpEnergy k D α env z) S
      = ∑ d ∈ D, α d * irreduciblePart (pairPower (fun x => ∑ y ∈ env d, k x y) z) S :=
    irreduciblePart_linear D α (fun d => pairPower (fun x => ∑ y ∈ env d, k x y) z) S
  rw [hlin]
  constructor
  · intro h
    exact Finset.sum_eq_zero fun d _ => by rw [irreduciblePart_eq_zero _ h, mul_zero]
  · intro h
    rw [Finset.mul_sum]
    refine Finset.sum_congr rfl fun d _ => ?_
    rw [irreduciblePart_top _ h]
    ring

end GaussianProcessBodyOrder
```

The two implications carry the result over to the energy. With more than $z$ neighbours, the irreducible part of $E$ is zero. With exactly $z$, it is

$$z!\sum_{d\in D}\alpha_d\prod_{x\in S}\;\sum_{y\in\mathrm{env}_d}k(x,y).$$

The equation `hlin` applies linearity over the training environments, with weights $w_x=\sum_{y\in\mathrm{env}_d}k(x,y)$ for each `d`. The two parts then follow term by term from the vanishing theorem and the top-term formula.

The bound on the body order holds for every choice of coefficients, but nonzero weights do not ensure that the energy attains it, because contributions from different training environments can cancel. Two environments with identical neighbours and opposite coefficients already give $E=0$.

```lean
#print axioms GaussianProcessBodyOrder.bodyOrder_expansion
#print axioms GaussianProcessBodyOrder.bodyOrder_sharp
#print axioms GaussianProcessBodyOrder.gpEnergy_bodyOrder
```

```
'GaussianProcessBodyOrder.bodyOrder_expansion' depends on axioms: [propext, Classical.choice, Quot.sound]
'GaussianProcessBodyOrder.bodyOrder_sharp' depends on axioms: [propext, Classical.choice, Quot.sound]
'GaussianProcessBodyOrder.gpEnergy_bodyOrder' depends on axioms: [propext, Classical.choice, Quot.sound]
```
